# The elements of SU(2) that induce a half-turn about a unit vector n are ±i n·σ

A matrix U in SU(2) induces a map R of real three-dimensional space when U(v·σ)U† = (Rv)·σ for every real vector v, where σ stands for the three Pauli matrices. The theorem `induces_halfTurn_iff` takes a unit vector n and the half-turn about it, v ↦ 2(n·v)n − v, and states that U induces this rotation exactly when U = i n·σ or U = −i n·σ. For the forward direction, the proof shows that W = (n·σ)U commutes with every v·σ, concludes from the matrix entries that W is a scalar, and uses det U = 1 to show that this scalar is i or −i. The converse is a direct computation from the formula for (n·σ)(v·σ)(n·σ).

The failing Lean file:

```lean
import Mathlib

open Matrix

namespace InducesHalfTurnIff

noncomputable section

/-- The spin matrix `v · σ` of a real vector `v`, with `σ` the three Pauli matrices. -/
def pauliVec (v : Fin 3 → ℝ) : Matrix (Fin 2) (Fin 2) ℂ :=
  !![(v 2 : ℂ), (v 0 : ℂ) - Complex.I * (v 1 : ℂ);
     (v 0 : ℂ) + Complex.I * (v 1 : ℂ), -(v 2 : ℂ)]

/-- The spin matrix `U` induces the map `R` of space: `U (v · σ) U† = (R v) · σ` for all `v`. -/
def Induces (U : Matrix (Fin 2) (Fin 2) ℂ) (R : (Fin 3 → ℝ) → (Fin 3 → ℝ)) : Prop :=
  ∀ v, U * pauliVec v * Uᴴ = pauliVec (R v)

/-- The twofold rotation about the axis `n`, a unit vector: `v ↦ 2 (n · v) n - v`. -/
def halfTurn (n v : Fin 3 → ℝ) : Fin 3 → ℝ := (2 * (n ⬝ᵥ v)) • n - v

/-- The Pauli anticommutator: `(m · σ)(n · σ) + (n · σ)(m · σ) = 2 (m · n)`. -/
theorem pauliVec_anticomm (m n : Fin 3 → ℝ) :
    pauliVec m * pauliVec n + pauliVec n * pauliVec m
      = ((2 * (m ⬝ᵥ n) : ℝ) : ℂ) • (1 : Matrix (Fin 2) (Fin 2) ℂ) := by
  ext i j
  fin_cases i <;> fin_cases j <;> apply Complex.ext <;>
    simp [pauliVec, dotProduct, Fin.sum_univ_three] <;> ring

/-- For a unit vector `n`, the matrix `n · σ` squares to the identity. -/
theorem pauliVec_sq (n : Fin 3 → ℝ) (hn : n ⬝ᵥ n = 1) : pauliVec n * pauliVec n = 1 := by
  have h := pauliVec_anticomm n n
  rw [hn, ← two_smul ℂ (pauliVec n * pauliVec n)] at h
  have h2 : (2 : ℂ) • (pauliVec n * pauliVec n) = (2 : ℂ) • 1 := by simpa using h
  exact smul_right_injective _ (two_ne_zero : (2 : ℂ) ≠ 0) h2

/-- For a unit vector `n`, sandwiching `v · σ` between two factors `n · σ` rotates `v` by the
twofold rotation about `n`. -/
theorem pauliVec_sandwich (n v : Fin 3 → ℝ) (hn : n ⬝ᵥ n = 1) :
    pauliVec n * pauliVec v * pauliVec n = pauliVec (halfTurn n v) := by
  have hlin : pauliVec (halfTurn n v)
      = ((2 * (n ⬝ᵥ v) : ℝ) : ℂ) • pauliVec n - pauliVec v := by
    ext i j
    fin_cases i <;> fin_cases j <;> simp [pauliVec, halfTurn] <;> ring
  rw [hlin, eq_sub_of_add_eq (pauliVec_anticomm n v), sub_mul, smul_mul_assoc, one_mul,
    mul_assoc, pauliVec_sq n hn, mul_one]

/-- An element of SU(2) induces the twofold rotation about a unit vector `n` exactly when it is
`i n · σ` or `-i n · σ`. -/
theorem induces_halfTurn_iff (U : Matrix (Fin 2) (Fin 2) ℂ)
    (hU : U ∈ Matrix.specialUnitaryGroup (Fin 2) ℂ) (n : Fin 3 → ℝ) (hn : n ⬝ᵥ n = 1) :
    Induces U (halfTurn n) ↔
      U = Complex.I • pauliVec n ∨ U = -(Complex.I • pauliVec n) := by
  have hA := pauliVec_sq n hn
  constructor
  · intro h
    obtain ⟨hu, hd⟩ := Matrix.mem_specialUnitaryGroup_iff.1 hU
    have h1 : Uᴴ * U = 1 := Matrix.mem_unitaryGroup_iff'.1 hu
    -- `W = (n · σ) U` commutes with every `v · σ`
    obtain ⟨W, hW⟩ : ∃ W, W = pauliVec n * U := ⟨_, rfl⟩
    have hcomm : ∀ v, W * pauliVec v = pauliVec v * W := by
      intro v
      have h2 : U * pauliVec v = pauliVec n * pauliVec v * pauliVec n * U := by
        rw [pauliVec_sandwich n v hn, ← h v, mul_assoc _ Uᴴ U, h1, mul_one]
      calc W * pauliVec v = pauliVec n * (U * pauliVec v) := by rw [hW, mul_assoc]
        _ = (pauliVec n * pauliVec n) * (pauliVec v * (pauliVec n * U)) := by
          rw [h2]; noncomm_ring
        _ = pauliVec v * W := by rw [hA, one_mul, hW]
    -- hence `W` is a scalar
    have w01 : W 0 1 = 0 := by
      simpa [pauliVec, Matrix.mul_apply, Fin.sum_univ_two] using
        congrFun (congrFun (hcomm ![0, 0, 1]) 0) 1
    have w10 : W 1 0 = 0 := by
      simpa [pauliVec, Matrix.mul_apply, Fin.sum_univ_two] using
        congrFun (congrFun (hcomm ![0, 0, 1]) 1) 0
    have w11 : W 0 0 = W 1 1 := by
      simpa [pauliVec, Matrix.mul_apply, Fin.sum_univ_two] using
        congrFun (congrFun (hcomm ![1, 0, 0]) 0) 1
    have hs : W = W 0 0 • (1 : Matrix (Fin 2) (Fin 2) ℂ) := by
      ext i j
      fin_cases i <;> fin_cases j <;> simp [w01, w10, w11]
    have hUc : U = W 0 0 • pauliVec n := by
      calc U = pauliVec n * W := by rw [hW, ← mul_assoc, hA, one_mul]
        _ = pauliVec n * (W 0 0 • (1 : Matrix (Fin 2) (Fin 2) ℂ)) := congrArg _ hs
        _ = W 0 0 • pauliVec n := by rw [mul_smul_comm, mul_one]
    -- the determinant leaves only the sign free
    have hn' : (n 0 : ℂ) * n 0 + n 1 * n 1 + n 2 * n 2 = 1 := by
      have h3 : n 0 * n 0 + n 1 * n 1 + n 2 * n 2 = 1 := by
        simpa [dotProduct, Fin.sum_univ_three] using hn
      exact_mod_cast h3
    have hdet : (pauliVec n).det = -1 := by
      rw [pauliVec, Matrix.det_fin_two_of]
      linear_combination (n 1 : ℂ) ^ 2 * Complex.I_sq - hn'
    have hc : W 0 0 ^ 2 * (-1) = 1 := by
      rw [hUc, Matrix.det_smul, hdet] at hd
      simpa using hd
    have hf : (W 0 0 - Complex.I) * (W 0 0 + Complex.I) = 0 := by
      linear_combination -hc - Complex.I_sq
    rcases mul_eq_zero.1 hf with h4 | h4
    · left
      rw [hUc, sub_eq_zero.1 h4]
    · right
      rw [hUc, eq_neg_of_add_eq_zero_left h4, neg_smul]
  · have hH : (pauliVec n)ᴴ = pauliVec n := by
      ext i j
      fin_cases i <;> fin_cases j <;> apply Complex.ext <;> simp [pauliVec]
    rintro (h | h) v <;> rw [h, ← pauliVec_sandwich n v hn] <;>
      simp [Matrix.conjTranspose_smul, hH, smul_smul]

end

end InducesHalfTurnIff
```

Lean reports:

```
Main.lean:70:6: error: Type mismatch: After simplification, term
  congrFun (congrFun (hcomm ![0, 0, 1]) 0) 1
 has type
  -W 0 1 = W 0 1
but is expected to have type
  W 0 1 = 0
Main.lean:73:6: error: Type mismatch: After simplification, term
  congrFun (congrFun (hcomm ![0, 0, 1]) 1) 0
 has type
  W 1 0 = -W 1 0
but is expected to have type
  W 1 0 = 0
```

Cause. Both errors come from the step showing that the off-diagonal entries of W vanish. With v = `![0, 0, 1]`, the matrix v·σ is σ_z, and the off-diagonal entries of Wσ_z = σ_zW say that `W 0 1` and `W 1 0` each equal their own negative. Over the complex numbers this forces them to be zero, but `simpa` has to bring the given term and the goal to the same form. Here its simplification stopped at `-W 0 1 = W 0 1` and `W 1 0 = -W 1 0`, which do not match the goals `W 0 1 = 0` and `W 1 0 = 0`.

The repair states the two equations as `simpa` leaves them, under the names `e01` and `e10`, so the same calls now succeed. `linear_combination` then derives `w01` and `w10`, multiplying the first equation by −1/2 and the second by 1/2. The later steps use `w01` and `w10` as before.

The change, after which it compiles:

```diff
@@ -67,10 +67,12 @@
         _ = pauliVec v * W := by rw [hA, one_mul, hW]
     -- hence `W` is a scalar
-    have w01 : W 0 1 = 0 := by
+    have e01 : -W 0 1 = W 0 1 := by
       simpa [pauliVec, Matrix.mul_apply, Fin.sum_univ_two] using
         congrFun (congrFun (hcomm ![0, 0, 1]) 0) 1
-    have w10 : W 1 0 = 0 := by
+    have e10 : W 1 0 = -W 1 0 := by
       simpa [pauliVec, Matrix.mul_apply, Fin.sum_univ_two] using
         congrFun (congrFun (hcomm ![0, 0, 1]) 1) 0
+    have w01 : W 0 1 = 0 := by linear_combination (-1 / 2 : ℂ) * e01
+    have w10 : W 1 0 = 0 := by linear_combination (1 / 2 : ℂ) * e10
     have w11 : W 0 0 = W 1 1 := by
       simpa [pauliVec, Matrix.mul_apply, Fin.sum_univ_two] using
```
